# Numbers of LS terms as mixed differences of \(M_L\)–\(M_S\) state counts

Let \(n(L,s)\) be the number of terms with orbital momentum \(L\) and doubled spin \(s=2S\), nonzero for finitely many pairs, and let \(N(a,b)\) be the number of states with \(M_L=a\) and \(2M_S=b\). The multiplicity of a term means \(n(L,s)\) here, not the spin multiplicity \(2S+1\). For all integers \(a,b\ge 0\),

\[
n(a,b)=N(a,b)-N(a+1,b)-N(a,b+2)+N(a+1,b+2).
\]

The counts therefore determine the terms. Conversely, a table of natural numbers on \(a,b\ge0\) is the state count of a finite list of terms exactly when it vanishes far out and all its mixed differences are nonnegative.

## From determinant counts to a term list

A code that enumerates the Slater determinants of an atomic configuration, built from spin orbitals with definite \(m_l\) and \(m_s\), can bin them by \(M_L\) and \(2M_S\) and read off the LS terms with four lookups each, provided that the determinants span a space made of finitely many complete LS multiplets. A negative difference signals a faulty count or an incomplete space. Signed integers keep such a value visible. They also allow the formula to be evaluated from left to right, where intermediate values can be negative even for correct counts.

## Isolating one term

A term \((L,s)\) has \(M_L=-L,\dots,L\) and \(2M_S=s-2k\) with \(k=0,\dots,s\), hence \((2L+1)(s+1)\) states. For \(a,b\ge0\), it has a state at \((a,b)\) exactly when \(a\le L\), \(b\le s\) and \(s\equiv b \pmod 2\); the required \(k\) is \((s-b)/2\). Therefore

\[
N(a,b)=\sum_{L\ge a}\ \sum_{\substack{s\ge b\\ s\equiv b\ (2)}} n(L,s).
\]

Subtracting the neighbour in \(a\) leaves only \(L=a\):

\[
N(a,b)-N(a+1,b)=\sum_{\substack{s\ge b\\ s\equiv b\ (2)}} n(a,s).
\]

Subtracting the same expression at \(b+2\) leaves only \(s=b\), because \(s=b+1\) has the wrong parity. This is the identity. Two term lists with equal counts have equal right-hand sides, so they coincide.

For the converse, the counts of a finite list vanish beyond its largest \(L\) and \(s\), and their mixed differences are multiplicities, hence nonnegative. In the other direction, take a table \(f\) with both properties, and define \(n\) as its mixed difference. This is nonnegative, and nonzero for only finitely many pairs because \(f\) vanishes far out, so \(n\) is a finite term list. Let \(N\) be its state count. The error \(g=N-f\) has zero mixed difference and vanishes once \(a\ge K\) or \(b\ge K\), for some \(K\). Repeated steps in \(b\) give

\[
g(a,b)-g(a+1,b)=g(a,b+2K)-g(a+1,b+2K)=0,
\]

so \(g(a,b)=g(a+K,b)=0\), and \(N=f\).

## Definitions and proofs in Lean

```lean
import Mathlib

open Finset

namespace TermEnumeration

/-- The pairs (M_L, 2 M_S) of the states of one term with orbital momentum `L` and
doubled spin `s`: M_L runs from -L to L, and 2 M_S takes the values s, s - 2, ..., -s. -/
noncomputable def multiplet (L s : ℕ) : Finset (ℤ × ℤ) :=
  Finset.Icc (-(L : ℤ)) L ×ˢ (Finset.range (s + 1)).image (fun k : ℕ => (s : ℤ) - 2 * k)

/-- The number of states with orbital projection `M` and doubled spin projection `m`,
when each term (L, s) occurs `n (L, s)` times. -/
noncomputable def stateCount (n : ℕ × ℕ →₀ ℕ) (M m : ℤ) : ℕ :=
  ∑ t ∈ n.support, if (M, m) ∈ multiplet t.1 t.2 then n t else 0

/-- A term with orbital momentum `L` and doubled spin `s` has (2L + 1)(s + 1) states. -/
theorem card_multiplet (L s : ℕ) : (multiplet L s).card = (2 * L + 1) * (s + 1) := by
  have hinj : Function.Injective (fun k : ℕ => (s : ℤ) - 2 * k) := by
    intro x y h
    have h' : (s : ℤ) - 2 * x = s - 2 * y := h
    omega
  rw [multiplet, Finset.card_product, Int.card_Icc, Finset.card_image_of_injective _ hinj,
    Finset.card_range]
  congr 1
  omega

/-- A term (L, s) has a state with nonnegative projections (a, b) exactly when
L ≥ a, s ≥ b, and s and b have the same parity. -/
theorem mem_multiplet_nat (L s a b : ℕ) :
    ((a : ℤ), (b : ℤ)) ∈ multiplet L s ↔ a ≤ L ∧ b ≤ s ∧ s % 2 = b % 2 := by
  simp only [multiplet, Finset.mem_product, Finset.mem_Icc, Finset.mem_image,
    Finset.mem_range]
  constructor
  · rintro ⟨⟨_, h⟩, k, hk, e⟩
    refine ⟨by omega, by omega, by omega⟩
  · rintro ⟨h1, h2, h3⟩
    exact ⟨⟨by omega, by omega⟩, (s - b) / 2, by omega, by omega⟩

/-- At nonnegative projections (a, b), the state count is the sum of the multiplicities
of all terms with L ≥ a, s ≥ b and s of the parity of b. -/
theorem stateCount_eq_tail (n : ℕ × ℕ →₀ ℕ) (a b : ℕ) :
    stateCount n a b =
      ∑ t ∈ n.support with (a ≤ t.1 ∧ b ≤ t.2 ∧ t.2 % 2 = b % 2), n t := by
  rw [Finset.sum_filter]
  exact Finset.sum_congr rfl fun t _ => if_congr (mem_multiplet_nat t.1 t.2 a b) rfl rfl

/-- The multiplicity of the term with orbital momentum `a` and doubled spin `b` is the
mixed difference of the state counts, with step 1 in M_L and step 2 in 2 M_S. -/
theorem multiplicity_eq_difference (n : ℕ × ℕ →₀ ℕ) (a b : ℕ) :
    (n (a, b) : ℤ) = (stateCount n a b : ℤ) - (stateCount n (a + 1) b : ℤ)
      - (stateCount n a (b + 2) : ℤ) + (stateCount n (a + 1) (b + 2) : ℤ) := by
  have e1 : (a : ℤ) + 1 = ((a + 1 : ℕ) : ℤ) := by omega
  have e2 : (b : ℤ) + 2 = ((b + 2 : ℕ) : ℤ) := by omega
  -- the contribution of a single term cancels unless the term is (a, b)
  have key : ∀ t : ℕ × ℕ,
      ((if a ≤ t.1 ∧ b ≤ t.2 ∧ t.2 % 2 = b % 2 then n t else 0 : ℕ) : ℤ)
      - ((if a + 1 ≤ t.1 ∧ b ≤ t.2 ∧ t.2 % 2 = b % 2 then n t else 0 : ℕ) : ℤ)
      - ((if a ≤ t.1 ∧ b + 2 ≤ t.2 ∧ t.2 % 2 = (b + 2) % 2 then n t else 0 : ℕ) : ℤ)
      + ((if a + 1 ≤ t.1 ∧ b + 2 ≤ t.2 ∧ t.2 % 2 = (b + 2) % 2 then n t else 0 : ℕ) : ℤ)
      = if t = (a, b) then (n t : ℤ) else 0 := by
    rintro ⟨L, s⟩
    simp only [Prod.mk.injEq]
    split_ifs <;> omega
  rw [e1, e2]
  simp only [stateCount_eq_tail, Finset.sum_filter, Nat.cast_sum]
  rw [← Finset.sum_sub_distrib, ← Finset.sum_sub_distrib, ← Finset.sum_add_distrib]
  symm
  refine (Finset.sum_congr rfl fun t _ => key t).trans ?_
  rw [Finset.sum_ite_eq']
  split_ifs with h
  · rfl
  · have h0 := Finsupp.notMem_support_iff.mp h
    simp [h0]

/-- Two lists of terms with the same state counts at all nonnegative projections
are the same list. -/
theorem terms_unique (n n' : ℕ × ℕ →₀ ℕ)
    (h : ∀ a b : ℕ, stateCount n a b = stateCount n' a b) : n = n' := by
  refine Finsupp.ext ?_
  rintro ⟨a, b⟩
  have h1 := multiplicity_eq_difference n a b
  have h2 := multiplicity_eq_difference n' a b
  have A := h a b
  have B := h (a + 1) b
  have C := h a (b + 2)
  have D := h (a + 1) (b + 2)
  push_cast at B C D
  omega

/-- The state counts of a finite list of terms vanish once either projection is large. -/
theorem stateCount_vanishes (n : ℕ × ℕ →₀ ℕ) :
    ∃ K : ℕ, ∀ a b : ℕ, K ≤ a ∨ K ≤ b → stateCount n a b = 0 := by
  refine ⟨(∑ u ∈ n.support, (u.1 + u.2)) + 1, fun a b hab => ?_⟩
  unfold stateCount
  refine Finset.sum_eq_zero fun t ht => ?_
  have h : t.1 + t.2 ≤ ∑ u ∈ n.support, (u.1 + u.2) :=
    Finset.single_le_sum (f := fun u : ℕ × ℕ => u.1 + u.2) (fun _ _ => Nat.zero_le _) ht
  rw [if_neg]
  rw [mem_multiplet_nat]
  omega

/-- A table on the nonnegative quadrant that vanishes far out and has zero mixed
differences is zero everywhere. -/
theorem eq_zero_of_difference (g : ℕ → ℕ → ℤ) (K : ℕ)
    (hK : ∀ a b, K ≤ a ∨ K ≤ b → g a b = 0)
    (hd : ∀ a b, g a b - g (a + 1) b - g a (b + 2) + g (a + 1) (b + 2) = 0)
    (a b : ℕ) : g a b = 0 := by
  -- the difference in the first variable is unchanged by steps of two in the second
  have row : ∀ k a b : ℕ,
      g a b - g (a + 1) b = g a (b + 2 * k) - g (a + 1) (b + 2 * k) := by
    intro k
    induction k with
    | zero => intro a b; simp
    | succ k ih =>
      intro a b
      have h1 := ih a b
      have h2 := hd a (b + 2 * k)
      rw [show b + 2 * (k + 1) = b + 2 * k + 2 by ring]
      linarith
  have step : ∀ a b : ℕ, g a b = g (a + 1) b := by
    intro a b
    have h := row K a b
    rw [hK a (b + 2 * K) (Or.inr (by omega)),
      hK (a + 1) (b + 2 * K) (Or.inr (by omega))] at h
    linarith
  have col : ∀ k : ℕ, g a b = g (a + k) b := by
    intro k
    induction k with
    | zero => rfl
    | succ k ih => exact ih.trans (step (a + k) b)
  exact (col K).trans (hK _ _ (Or.inl (by omega)))

/-- A table of natural numbers on the nonnegative quadrant is the state count of some
finite list of terms exactly when it vanishes far out and its mixed differences are
nonnegative. -/
theorem exists_terms_iff (f : ℕ → ℕ → ℕ) :
    (∃ n : ℕ × ℕ →₀ ℕ, ∀ a b : ℕ, stateCount n a b = f a b) ↔
      (∃ K : ℕ, ∀ a b, K ≤ a ∨ K ≤ b → f a b = 0) ∧
        ∀ a b, f (a + 1) b + f a (b + 2) ≤ f a b + f (a + 1) (b + 2) := by
  constructor
  · rintro ⟨n, hn⟩
    obtain ⟨K, hK⟩ := stateCount_vanishes n
    refine ⟨⟨K, fun a b h => (hn a b).symm.trans (hK a b h)⟩, fun a b => ?_⟩
    have h := multiplicity_eq_difference n a b
    have A := hn a b
    have B := hn (a + 1) b
    have C := hn a (b + 2)
    have D := hn (a + 1) (b + 2)
    push_cast at B C D
    omega
  · rintro ⟨⟨K, hK⟩, hpos⟩
    have hF : ∀ t : ℕ × ℕ, f t.1 t.2 + f (t.1 + 1) (t.2 + 2)
        - (f (t.1 + 1) t.2 + f t.1 (t.2 + 2)) ≠ 0 →
        t ∈ Finset.range K ×ˢ Finset.range K := by
      intro t ht
      simp only [Finset.mem_product, Finset.mem_range]
      by_contra hc
      have h1 := hK t.1 t.2 (by omega)
      have h2 := hK (t.1 + 1) (t.2 + 2) (by omega)
      omega
    -- the mixed differences of the table serve as multiplicities
    obtain ⟨n, hn⟩ : ∃ n : ℕ × ℕ →₀ ℕ, ∀ a b, n (a, b) =
        f a b + f (a + 1) (b + 2) - (f (a + 1) b + f a (b + 2)) :=
      ⟨Finsupp.onFinset (Finset.range K ×ˢ Finset.range K)
        (fun t => f t.1 t.2 + f (t.1 + 1) (t.2 + 2)
          - (f (t.1 + 1) t.2 + f t.1 (t.2 + 2))) hF, fun _ _ => rfl⟩
    obtain ⟨K', hK'⟩ := stateCount_vanishes n
    refine ⟨n, fun a b => ?_⟩
    have hz : (stateCount n a b : ℤ) - (f a b : ℤ) = 0 := by
      refine eq_zero_of_difference
        (fun a b : ℕ => (stateCount n a b : ℤ) - (f a b : ℤ)) (K + K') ?_ ?_ a b
      · intro a b h
        have h1 := hK a b (by omega)
        have h2 := hK' a b (by omega)
        simp [h1, h2]
      · intro a b
        have h := multiplicity_eq_difference n a b
        have h1 := hn a b
        have h2 := hpos a b
        push_cast
        omega
    omega

end TermEnumeration
```

```lean
#print axioms TermEnumeration.card_multiplet
#print axioms TermEnumeration.terms_unique
#print axioms TermEnumeration.exists_terms_iff
```

```
'TermEnumeration.card_multiplet' depends on axioms: [propext, Classical.choice, Quot.sound]
'TermEnumeration.terms_unique' depends on axioms: [propext, Classical.choice, Quot.sound]
'TermEnumeration.exists_terms_iff' depends on axioms: [propext, Classical.choice, Quot.sound]
```

## What is checked, and what the multiplet assumes

The type `ℕ × ℕ →₀ ℕ` holds the finitely supported table \(n\), with doubled spin as second entry. `multiplet L s` is the set of projection pairs of one term, and `stateCount n M m` adds the multiplicities of the terms containing \((M,m)\). The tail sum is proved from these definitions in `stateCount_eq_tail`, using `mem_multiplet_nat`; `card_multiplet` confirms the size of a term.

In `multiplicity_eq_difference`, stated over the integers, `key` carries out the cancellation for each term separately: `split_ifs` runs through the inequalities and `omega` settles each case. Summing leaves the term \((a,b)\). `terms_unique` compares two such identities. `exists_terms_iff` takes its bound from `stateCount_vanishes` and removes the error with `eq_zero_of_difference`, whose `row` and `col` are the inductions in \(b\) and \(a\).

The multiplet is postulated. It stands for the ladder structure of angular momentum, in which each pair \((M_L,M_S)\) occurs once per term. The file contains no operators, determinants, Pauli principle or energies, and it does not tie the parity of \(s\) to the electron number. The existence criterion concerns only nonnegative projections, so a code that stores the full table must check its sign symmetry separately.

Vanishing far out is a real condition. The constant table \(f(a,b)=1\) has mixed differences all equal to zero, so the identity would give an empty term list, whose counts are 0 and not 1.

Multiplicities could also be modelled as integers, which suits the difference between two configurations. The same cancellation would apply, and the existence criterion would lose its nonnegativity condition, but for such a difference a negative entry is no sign of a bad count.
